# The mean distance between two independent uniform points in a Fermi ball is 36kF/35

How far apart in momentum are two electrons of a filled Fermi sphere, on average? The modelling choice is what "on average" means: here the two momenta $\mathbf k,\mathbf p$ are independent and uniform in a ball of radius $k_F>0$ in continuous momentum space. This describes the non-interacting, spin-unpolarised uniform electron gas at zero temperature, where pair averages of this kind, with another function of $|\mathbf k-\mathbf p|$, also give the exchange energy. The passage from the discrete plane waves of a finite box to this continuum is assumed.

"Relative momentum" means the full difference $\mathbf k-\mathbf p$, and the quantity averaged is its magnitude (the vector itself averages to zero). Many textbooks use half of it for equal masses, which would halve the result.

```lean
import Mathlib

open MeasureTheory MeasureTheory.Measure Set Metric
open scoped Real

namespace FermiSphereRelativeMomentum
```

Momentum space is three-dimensional Euclidean space, with its Euclidean norm and Lebesgue measure. Components are numbered from 0.

```lean
/-- Momentum space of a particle in three dimensions. -/
abbrev Momentum := EuclideanSpace ℝ (Fin 3)
```

## Averaging over the angle

Let $k\ge p>0$ be the two magnitudes, $c$ the cosine of the angle between the momenta, and $s(c)=\sqrt{k^2+p^2-2kpc}$. Since $s'=-kp/s$,
$$\frac{d}{dc}\left[-\frac{s^{n+2}}{(n+2)kp}\right]=s^n .$$
With $s(1)=k-p$ and $s(-1)=k+p$,
$$\frac12\int_{-1}^1 s^n\,dc=\frac{(k+p)^{n+2}-(k-p)^{n+2}}{2(n+2)kp}.$$

```lean
/-- Angular average of the `n`-th power of the magnitude of the relative momentum of two momenta
with magnitudes `k ≥ p > 0`, where `c` is the cosine of the angle between them. -/
theorem angular_moment (n : ℕ) {k p : ℝ} (hp : 0 < p) (hpk : p ≤ k) :
    (1 / 2) * ∫ c in (-1 : ℝ)..1, √(k ^ 2 + p ^ 2 - 2 * k * p * c) ^ n
      = ((k + p) ^ (n + 2) - (k - p) ^ (n + 2)) / (2 * ((n : ℝ) + 2) * k * p) := by
  have hk : 0 < k := hp.trans_le hpk
  have hd : ∀ c ∈ Ioo (-1 : ℝ) 1, HasDerivAt
      (fun c => -(√(k ^ 2 + p ^ 2 - 2 * k * p * c) ^ (n + 2)) / (((n : ℝ) + 2) * k * p))
      (√(k ^ 2 + p ^ 2 - 2 * k * p * c) ^ n) c := by
    intro c hc
    have hpos : 0 < k ^ 2 + p ^ 2 - 2 * k * p * c := by
      nlinarith [sq_nonneg (k - p), mul_pos (mul_pos hk hp) (sub_pos.2 hc.2)]
    have h1 : HasDerivAt (fun c => k ^ 2 + p ^ 2 - 2 * k * p * c) (-(2 * k * p)) c := by
      simpa using ((hasDerivAt_id c).const_mul (2 * k * p)).const_sub (k ^ 2 + p ^ 2)
    refine (((h1.sqrt hpos.ne').fun_pow (n + 2)).fun_neg.div_const
      (((n : ℝ) + 2) * k * p)).congr_deriv ?_
    have hs := Real.sqrt_pos.2 hpos
    generalize √(k ^ 2 + p ^ 2 - 2 * k * p * c) = s at hs ⊢
    rw [show n + 2 - 1 = n + 1 from rfl, pow_succ]
    push_cast
    field_simp
  rw [intervalIntegral.integral_eq_sub_of_hasDerivAt_of_le (by norm_num)
    (by fun_prop) hd (Continuous.intervalIntegrable (by fun_prop) _ _),
    show k ^ 2 + p ^ 2 - 2 * k * p * 1 = (k - p) ^ 2 by ring,
    show k ^ 2 + p ^ 2 - 2 * k * p * (-1) = (k + p) ^ 2 by ring,
    Real.sqrt_sq (by linarith), Real.sqrt_sq (by linarith)]
  field_simp
  ring
```

The derivative `hd` is taken only for $-1<c<1$, where $s>0$ and the square root can be differentiated; at $c=1$ this fails when $k=p$. Continuity takes care of the endpoints.

For $n=1$ the numerator is $6k^2p+2p^3$ and the denominator $6kp$, so the average is $k+p^2/(3k)$.

```lean
/-- The angular average of the magnitude of the relative momentum, for two momenta of magnitudes
`k ≥ p > 0`, is `k + p² / (3k)`. -/
theorem angular_mean {k p : ℝ} (hp : 0 < p) (hpk : p ≤ k) :
    (1 / 2) * ∫ c in (-1 : ℝ)..1, √(k ^ 2 + p ^ 2 - 2 * k * p * c)
      = k + p ^ 2 / (3 * k) := by
  have hk : 0 < k := hp.trans_le hpk
  have h := angular_moment 1 hp hpk
  simp only [pow_one] at h
  rw [h]
  push_cast
  field_simp
  ring
```

Here $k$ must be the larger magnitude. If the formula is averaged over the whole ball without exchanging the roles when $p>k$, the result is $\tfrac{21}{20}k_F$, which is wrong by only about two per cent and so looks plausible. The route below avoids this case split by slicing the ball into disks, and uses the moment $n=3$ instead of $n=1$.

## Slicing the ball

Write $z=p_0$ and $\rho=\sqrt{p_1^2+p_2^2}$. For an integrable function $g(z,\rho)$, polar coordinates in the transverse plane give
$$\int g\,d^3p=2\pi\int dz\int_0^\infty \rho\,g(z,\rho)\,d\rho .$$

```lean
/-- Cylindrical coordinates: an integrable function of the axial and the transverse
momentum is integrated with the weight `2πρ`. -/
theorem integral_cylindrical (g : ℝ → ℝ → ℝ)
    (hg : Integrable fun p : Momentum => g (p 0) (√(p 1 ^ 2 + p 2 ^ 2))) :
    ∫ p : Momentum, g (p 0) (√(p 1 ^ 2 + p 2 ^ 2))
      = 2 * π * ∫ z, ∫ ρ in Ioi (0 : ℝ), ρ * g z ρ := by
  let e := (MeasurableEquiv.toLp 2 (Fin 3 → ℝ)).symm.trans
    (MeasurableEquiv.piFinSuccAbove (fun _ => ℝ) 0)
  have he : MeasurePreserving e volume volume :=
    (volume_preserving_piFinSuccAbove (fun _ : Fin 3 => ℝ) 0).comp
      (PiLp.volume_preserving_ofLp (Fin 3))
  let h : ℝ × (Fin 2 → ℝ) → ℝ := fun x => g x.1 (√(x.2 0 ^ 2 + x.2 1 ^ 2))
  have hi : Integrable h volume := (he.integrable_comp_emb e.measurableEmbedding).1 hg
  change ∫ p, h (e p) = _
  rw [he.integral_comp e.measurableEmbedding h, Measure.volume_eq_prod,
    integral_prod _ hi, ← integral_const_mul]
  refine integral_congr_ae (.of_forall fun z => ?_)
  -- the transverse plane is integrated radially
  have h2 := (PiLp.volume_preserving_ofLp (Fin 2)).integral_comp
    (MeasurableEquiv.toLp 2 (Fin 2 → ℝ)).symm.measurableEmbedding
    (fun v => g z (√(v 0 ^ 2 + v 1 ^ 2)))
  have h3 := integral_fun_norm_addHaar (volume : Measure (EuclideanSpace ℝ (Fin 2))) (g z)
  have hv : (volume : Measure (EuclideanSpace ℝ (Fin 2))).real (ball 0 1) = π := by
    simp [measureReal_def, EuclideanSpace.volume_ball_fin_two, Real.pi_pos.le]
  simp only [EuclideanSpace.norm_eq, Fin.sum_univ_two, Real.norm_eq_abs, sq_abs, hv,
    finrank_euclideanSpace_fin, smul_eq_mul, nsmul_eq_mul, Nat.add_one_sub_one,
    pow_one] at h3
  change ∫ v : Fin 2 → ℝ, g z (√(v 0 ^ 2 + v 1 ^ 2)) = _
  rw [← h2, h3]
  push_cast
  ring
```

The proof splits off component 0 by a measure-preserving map, applies Fubini, and integrates radially in two dimensions.

Now put the reference momentum on the axis at height $t$, in a ball of radius $R$. The slice at height $z$, with $-R<z<R$, is a disk of radius $\sqrt{R^2-z^2}$, and
$$\int_0^{\sqrt{R^2-z^2}}\!\rho\sqrt{(z-t)^2+\rho^2}\,d\rho=\frac{(R^2+t^2-2tz)^{3/2}-|z-t|^3}{3}.$$
In Lean the `if` restricts the integrand to the ball.

```lean
/-- Radial integral of the distance to the axial point `t` over the disk that the plane
at height `z`, with `-R < z < R`, cuts out of the ball of radius `R`. -/
theorem disk_slice {R t z : ℝ} (hz : z ∈ Ioo (-R) R) :
    ∫ ρ in Ioi (0 : ℝ), ρ * (if z ^ 2 + ρ ^ 2 < R ^ 2 then √((z - t) ^ 2 + ρ ^ 2) else 0)
      = (√(R ^ 2 + t ^ 2 - 2 * t * z) ^ 3 - |z - t| ^ 3) / 3 := by
  have hb : 0 ≤ R ^ 2 - z ^ 2 := by nlinarith [hz.1, hz.2]
  have hc : ∀ ρ ∈ Ioi (0 : ℝ),
      ρ * (if z ^ 2 + ρ ^ 2 < R ^ 2 then √((z - t) ^ 2 + ρ ^ 2) else 0)
        = (Iio (√(R ^ 2 - z ^ 2))).indicator (fun ρ => ρ * √((z - t) ^ 2 + ρ ^ 2)) ρ := by
    intro ρ hρ
    have hm : ρ ∈ Iio (√(R ^ 2 - z ^ 2)) ↔ z ^ 2 + ρ ^ 2 < R ^ 2 := by
      rw [mem_Iio, Real.lt_sqrt (le_of_lt hρ), lt_sub_iff_add_lt']
    by_cases h : z ^ 2 + ρ ^ 2 < R ^ 2
    · rw [if_pos h, indicator_of_mem (hm.2 h)]
    · rw [if_neg h, indicator_of_notMem (fun h' => h (hm.1 h')), mul_zero]
  have hd : ∀ ρ ∈ Ioo 0 (√(R ^ 2 - z ^ 2)), HasDerivAt
      (fun ρ => √((z - t) ^ 2 + ρ ^ 2) ^ 3 / 3) (ρ * √((z - t) ^ 2 + ρ ^ 2)) ρ := by
    intro ρ hρ
    have hpos : 0 < (z - t) ^ 2 + ρ ^ 2 := by nlinarith [sq_nonneg (z - t), pow_pos hρ.1 2]
    refine (((((hasDerivAt_pow 2 ρ).const_add ((z - t) ^ 2)).sqrt hpos.ne').fun_pow
      3).div_const 3).congr_deriv ?_
    have hs := Real.sqrt_pos.2 hpos
    generalize √((z - t) ^ 2 + ρ ^ 2) = s at hs ⊢
    norm_num
    field_simp
  rw [setIntegral_congr_fun measurableSet_Ioi hc, setIntegral_indicator measurableSet_Iio,
    Ioi_inter_Iio, ← integral_Ioc_eq_integral_Ioo,
    ← intervalIntegral.integral_of_le (Real.sqrt_nonneg _),
    intervalIntegral.integral_eq_sub_of_hasDerivAt_of_le (Real.sqrt_nonneg _)
      (by fun_prop) hd (Continuous.intervalIntegrable (by fun_prop) _ _),
    Real.sq_sqrt hb, show (z - t) ^ 2 + (R ^ 2 - z ^ 2) = R ^ 2 + t ^ 2 - 2 * t * z by ring,
    show (z - t) ^ 2 + (0 : ℝ) ^ 2 = (z - t) ^ 2 by ring, Real.sqrt_sq_eq_abs]
  ring
```

Let $0\le t\le R$. For $t>0$, the substitution $z=Rc$ turns the first term into the angular moment $n=3$ with magnitudes $R$ and $t$:
$$\int_{-R}^R(R^2+t^2-2tz)^{3/2}dz=\frac{(R+t)^5-(R-t)^5}{5t}=2R^4+4R^2t^2+\tfrac25t^4 .$$
At $t=0$ the integral is directly $2R^4$. Splitting the second term at $z=t$ gives
$$\int_{-R}^R|z-t|^3dz=\frac{(R+t)^4+(R-t)^4}{4}=\frac{R^4+6R^2t^2+t^4}{2}.$$
Their difference times $2\pi/3$ is $\pi\left(R^4+\tfrac23R^2t^2-\tfrac1{15}t^4\right)$.

```lean
/-- Integral of the magnitude of the relative momentum over the Fermi ball of radius `R > 0`, for a
reference momentum on the first axis with component `0 ≤ t ≤ R`. -/
theorem integral_axis {R t : ℝ} (hR : 0 < R) (ht : 0 ≤ t) (htR : t ≤ R) :
    ∫ p in ball (0 : Momentum) R, ‖EuclideanSpace.single 0 t - p‖
      = π * (R ^ 4 + 2 / 3 * R ^ 2 * t ^ 2 - t ^ 4 / 15) := by
  let g : ℝ → ℝ → ℝ := fun z ρ => if z ^ 2 + ρ ^ 2 < R ^ 2 then √((z - t) ^ 2 + ρ ^ 2) else 0
  have hfun : (ball (0 : Momentum) R).indicator (fun p => ‖EuclideanSpace.single 0 t - p‖)
      = fun p => g (p 0) (√(p 1 ^ 2 + p 2 ^ 2)) := by
    ext p
    have hn : ‖p‖ ^ 2 = p 0 ^ 2 + (p 1 ^ 2 + p 2 ^ 2) := by
      rw [EuclideanSpace.real_norm_sq_eq, Fin.sum_univ_three]; ring
    have hd : ‖EuclideanSpace.single 0 t - p‖ = √((p 0 - t) ^ 2 + (p 1 ^ 2 + p 2 ^ 2)) := by
      rw [EuclideanSpace.norm_eq, Fin.sum_univ_three]
      congr 1
      simp
      ring
    have hm : p ∈ ball (0 : Momentum) R ↔ p 0 ^ 2 + (p 1 ^ 2 + p 2 ^ 2) < R ^ 2 := by
      rw [mem_ball_zero_iff, ← hn]
      exact (sq_lt_sq₀ (norm_nonneg p) hR.le).symm
    simp only [g]
    rw [Real.sq_sqrt (by positivity)]
    by_cases h : p ∈ ball (0 : Momentum) R
    · rw [indicator_of_mem h, if_pos (hm.1 h), hd]
    · rw [indicator_of_notMem h, if_neg (fun h' => h (hm.2 h'))]
  have hint : Integrable fun p : Momentum => g (p 0) (√(p 1 ^ 2 + p 2 ^ 2)) := by
    rw [← hfun, integrable_indicator_iff measurableSet_ball]
    exact (Continuous.continuousOn (by fun_prop)).integrableOn_compact
      (isCompact_closedBall 0 R) |>.mono_set ball_subset_closedBall
  have hslice : (fun z => ∫ ρ in Ioi (0 : ℝ), ρ * g z ρ) = (Ioo (-R) R).indicator
      (fun z => (√(R ^ 2 + t ^ 2 - 2 * t * z) ^ 3 - |z - t| ^ 3) / 3) := by
    ext z
    by_cases hz : z ∈ Ioo (-R) R
    · rw [indicator_of_mem hz]
      exact disk_slice hz
    · rw [indicator_of_notMem hz]
      have h0 : ∀ ρ, g z ρ = 0 := fun ρ => if_neg fun h =>
        hz (abs_lt.1 (abs_lt_of_sq_lt_sq (by nlinarith [sq_nonneg ρ]) hR.le))
      simp [h0]
  -- the cubic angular moment on the Fermi surface
  have hA : ∫ z in (-R)..R, √(R ^ 2 + t ^ 2 - 2 * t * z) ^ 3
      = 2 * R ^ 4 + 4 * R ^ 2 * t ^ 2 + 2 / 5 * t ^ 4 := by
    rcases ht.eq_or_lt with rfl | h
    · simp [Real.sqrt_sq hR.le]
      ring
    · have h1 := angular_moment 3 h htR
      have h2 := intervalIntegral.mul_integral_comp_mul_left (a := -1) (b := 1) (c := R)
        (f := fun z => √(R ^ 2 + t ^ 2 - 2 * t * z) ^ 3)
      simp only [mul_neg, mul_one, show ∀ c, 2 * t * (R * c) = 2 * R * t * c by
        intro c; ring] at h2
      rw [← h2, ← mul_right_inj' (show (1 / 2 : ℝ) ≠ 0 by norm_num), mul_left_comm, h1]
      push_cast
      field_simp
      ring
  have hB : ∫ z in (-R)..R, |z - t| ^ 3 = (R ^ 4 + 6 * R ^ 2 * t ^ 2 + t ^ 4) / 2 := by
    have hi : ∀ a b, IntervalIntegrable (fun z => |z - t| ^ 3) volume a b :=
      fun a b => Continuous.intervalIntegrable (by fun_prop) a b
    have hd : ∀ z, HasDerivAt (fun z => (z - t) ^ 4 / 4) ((z - t) ^ 3) z := fun z =>
      ((((hasDerivAt_id' z).sub_const t).fun_pow 4).div_const 4).congr_deriv
        (by norm_num)
    have hl : ∫ z in (-R)..t, |z - t| ^ 3 = ∫ z in (-R)..t, -(z - t) ^ 3 := by
      refine intervalIntegral.integral_congr fun z hz => ?_
      rw [uIcc_of_le (by linarith)] at hz
      simp only [abs_of_nonpos (sub_nonpos.2 hz.2)]
      ring
    have hr : ∫ z in t..R, |z - t| ^ 3 = ∫ z in t..R, (z - t) ^ 3 := by
      refine intervalIntegral.integral_congr fun z hz => ?_
      rw [uIcc_of_le htR] at hz
      simp only [abs_of_nonneg (sub_nonneg.2 hz.1)]
    have hf : ∀ a b, ∫ z in a..b, (z - t) ^ 3 = (b - t) ^ 4 / 4 - (a - t) ^ 4 / 4 :=
      fun a b => intervalIntegral.integral_eq_sub_of_hasDerivAt (fun z _ => hd z)
        (Continuous.intervalIntegrable (by fun_prop) _ _)
    rw [← intervalIntegral.integral_add_adjacent_intervals (hi (-R) t) (hi t R), hl, hr,
      intervalIntegral.integral_neg, hf, hf]
    ring
  rw [← integral_indicator measurableSet_ball, hfun, integral_cylindrical g hint, hslice,
    integral_indicator measurableSet_Ioo, ← integral_Ioc_eq_integral_Ioo,
    ← intervalIntegral.integral_of_le (by linarith), intervalIntegral.integral_div,
    intervalIntegral.integral_sub (Continuous.intervalIntegrable (by fun_prop) _ _)
      (Continuous.intervalIntegrable (by fun_prop) _ _), hA, hB]
  ring
```

The two integrals are `hA` and `hB`; `hfun` identifies the integrand on the ball with its cylindrical form.

## From the axis to any momentum

For $|\mathbf k|\le k_F$, let $\mathbf a$ be the vector of length $|\mathbf k|$ along the positive first axis. Reflection in the plane perpendicular to $\mathbf k-\mathbf a$ (the identity if $\mathbf k=\mathbf a$) takes $\mathbf k$ to $\mathbf a$ and preserves distances, volume and the ball. Hence
$$\int_{|\mathbf p|<k_F}|\mathbf k-\mathbf p|\,d^3p=\pi\left(k_F^4+\tfrac23k_F^2|\mathbf k|^2-\tfrac1{15}|\mathbf k|^4\right).$$

```lean
/-- Integral of the magnitude of the relative momentum over the Fermi ball of radius `kF > 0`, for
any fixed momentum `k` with `‖k‖ ≤ kF`. -/
theorem integral_relative {kF : ℝ} (hF : 0 < kF) (k : Momentum) (hk : ‖k‖ ≤ kF) :
    ∫ p in ball (0 : Momentum) kF, ‖k - p‖
      = π * (kF ^ 4 + 2 / 3 * kF ^ 2 * ‖k‖ ^ 2 - ‖k‖ ^ 4 / 15) := by
  -- a reflection carries `k` to the first axis
  let a : Momentum := EuclideanSpace.single 0 ‖k‖
  have ha : ‖k‖ = ‖a‖ := by simp [a]
  let U := (Submodule.span ℝ {k - a})ᗮ.reflection
  have hU : U k = a := Submodule.reflection_sub ha
  have h := U.measurePreserving.setIntegral_preimage_emb
    U.toHomeomorph.measurableEmbedding (fun p => ‖a - p‖) (ball 0 kF)
  have hb : U ⁻¹' ball 0 kF = ball 0 kF := by
    ext p
    simp only [mem_preimage, mem_ball_zero_iff, LinearIsometryEquiv.norm_map]
  have hn : ∀ p, ‖a - U p‖ = ‖k - p‖ := fun p => by
    rw [← hU, ← map_sub, LinearIsometryEquiv.norm_map]
  simp only [hb, hn] at h
  rw [h]
  exact integral_axis hF (norm_nonneg k) hk
```

## Averaging over both momenta

The normalisation needs the volume $\tfrac43\pi k_F^3$.

```lean
/-- The Fermi ball of radius `r ≥ 0` has volume `4πr³/3`. -/
theorem fermi_volume {r : ℝ} (hr : 0 ≤ r) :
    (volume : Measure Momentum).real (ball 0 r) = 4 / 3 * π * r ^ 3 := by
  rw [measureReal_def, EuclideanSpace.volume_ball_fin_three, ENNReal.toReal_mul,
    ENNReal.toReal_pow, ENNReal.toReal_ofReal hr, ENNReal.toReal_ofReal (by positivity)]
  ring
```

Integrating the previous result over $\mathbf k$, with $r=|\mathbf k|$,
$$4\pi^2\int_0^{k_F}r^2\left(k_F^4+\tfrac23k_F^2r^2-\tfrac1{15}r^4\right)dr
=4\pi^2k_F^7\left(\tfrac13+\tfrac2{15}-\tfrac1{105}\right)=\tfrac{64}{35}\pi^2k_F^7 .$$
Division by the squared volume $\tfrac{16}9\pi^2k_F^6$ gives
$$\langle|\mathbf k-\mathbf p|\rangle=\tfrac{36}{35}k_F .$$

In the theorem, `⨍` is the integral over a set divided by the measure of that set. The set is the product of two balls, which expresses independence and uniformity, and `q.1` and `q.2` are the two momenta. The balls are open, but their surfaces have zero volume. In the proof, `setIntegral_prod` is the Fubini step, `hrad` the radial integral and `hout` the integral over both balls.

```lean
/-- The magnitude of the relative momentum of two independent momenta, each uniform in the Fermi
ball of radius `kF > 0`, has the mean `36 kF / 35`. -/
theorem mean_relative_momentum {kF : ℝ} (hF : 0 < kF) :
    ⨍ q in ball (0 : Momentum) kF ×ˢ ball (0 : Momentum) kF, ‖q.1 - q.2‖
      = 36 / 35 * kF := by
  let P : ℝ → ℝ := fun r => π * (kF ^ 4 + 2 / 3 * kF ^ 2 * r ^ 2 - r ^ 4 / 15)
  have hint : IntegrableOn (fun q : Momentum × Momentum => ‖q.1 - q.2‖)
      (ball 0 kF ×ˢ ball 0 kF) (volume.prod volume) :=
    ((Continuous.continuousOn (by fun_prop)).integrableOn_compact
      ((isCompact_closedBall 0 kF).prod (isCompact_closedBall 0 kF))).mono_set
      (prod_mono ball_subset_closedBall ball_subset_closedBall)
  have hind : (ball (0 : Momentum) kF).indicator (fun k => P ‖k‖)
      = fun k => (Iio kF).indicator P ‖k‖ := by
    ext k
    by_cases h : ‖k‖ < kF
    · rw [indicator_of_mem (mem_ball_zero_iff.2 h), indicator_of_mem (mem_Iio.2 h)]
    · rw [indicator_of_notMem (mt mem_ball_zero_iff.1 h),
        indicator_of_notMem (mt mem_Iio.1 h)]
  have hd : ∀ r, HasDerivAt (fun r => π * (kF ^ 4 / 3 * r ^ 3 + 2 / 15 * kF ^ 2 * r ^ 5
      - 1 / 105 * r ^ 7)) (r ^ 2 * P r) r := fun r =>
    (((((hasDerivAt_pow 3 r).const_mul (kF ^ 4 / 3)).fun_add
      ((hasDerivAt_pow 5 r).const_mul (2 / 15 * kF ^ 2))).fun_sub
      ((hasDerivAt_pow 7 r).const_mul (1 / 105))).const_mul π).congr_deriv
      (by simp only [P]; norm_num; ring)
  have hrad : ∫ r in Ioi (0 : ℝ), r ^ 2 * (Iio kF).indicator P r
      = 16 / 35 * π * kF ^ 7 := by
    have hm : ∀ r, r ^ 2 * (Iio kF).indicator P r
        = (Iio kF).indicator (fun r => r ^ 2 * P r) r := fun r => by
      by_cases h : r ∈ Iio kF <;> simp [h]
    simp only [hm]
    rw [setIntegral_indicator measurableSet_Iio, Ioi_inter_Iio,
      ← integral_Ioc_eq_integral_Ioo, ← intervalIntegral.integral_of_le hF.le,
      intervalIntegral.integral_eq_sub_of_hasDerivAt (fun r _ => hd r)
        (Continuous.intervalIntegrable (by fun_prop) _ _)]
    ring
  have hout : ∫ k in ball (0 : Momentum) kF, P ‖k‖ = 64 / 35 * π ^ 2 * kF ^ 7 := by
    rw [← integral_indicator measurableSet_ball, hind, integral_fun_norm_addHaar,
      fermi_volume zero_le_one]
    simp only [finrank_euclideanSpace_fin, smul_eq_mul, nsmul_eq_mul, Nat.add_one_sub_one]
    rw [hrad]
    push_cast
    ring
  -- integrate over the second momentum first, then over the first
  rw [setAverage_eq, Measure.volume_eq_prod, setIntegral_prod _ hint, measureReal_prod_prod,
    setIntegral_congr_fun measurableSet_ball (fun k hk =>
      integral_relative hF k (mem_ball_zero_iff.1 hk).le), hout, fermi_volume hF.le,
    smul_eq_mul]
  field_simp
  ring

end FermiSphereRelativeMomentum
```

```lean
#print axioms FermiSphereRelativeMomentum.angular_mean
#print axioms FermiSphereRelativeMomentum.mean_relative_momentum
```

```
'FermiSphereRelativeMomentum.angular_mean' depends on axioms: [propext, Classical.choice, Quot.sound]
'FermiSphereRelativeMomentum.mean_relative_momentum' depends on axioms: [propext, Classical.choice, Quot.sound]
```
